# Unit charge and energy fix the hole (a + b u²) exp(−c u²) at given c > 0

For every c > 0 and every real e, exactly one real pair (a, b) gives the hole density

h(u) = (a + b u²) exp(−c u²)

unit charge and Coulomb moment e:

∫₀^∞ 4πu² h(u) du = 1,  ∫₀^∞ 4πu h(u) du = e.

With s = √(c/π), the pair is

a = (c/2π)(3e − 4s),  b = (c²/π)(2s − e).

The resulting hole is nonnegative at all separations exactly when 4s/3 ≤ e ≤ 2s.

## An exchange hole built from a known energy

Around an electron, exchange removes one electron's worth of density. Here h(u) is the spherically averaged depletion at separation u, counted as positive. In atomic units its interaction with the reference electron gives an exchange energy per electron of −e/2.

A semilocal functional supplies a model value for this energy at each grid point, but that value alone does not specify a hole. For this two-coefficient model with a prescribed exponent, the energy and the charge determine the hole, which can then be used with a modified interaction.

To use the model at one grid point, take the exchange energy per electron ε from the functional, set e = −2ε, choose c > 0 and evaluate a and b. For a screened interaction erfc(ωu)/u, with ω the screening parameter, the energy per electron is then

−½ ∫₀^∞ 4πu erfc(ωu) h(u) du.

For example, c = π and ε = −3/4 give s = 1, e = 3/2, a = 1/4 and b = π/2. This e lies in the window from 4/3 to 2, so the hole is nonnegative.

## Two moments, two linear equations

Let M(n) = ∫₀^∞ uⁿ exp(−c u²) du. Integration by parts, with vanishing boundary terms, gives

M(n+2) = (n+1)/(2c) · M(n).

From M(0) = 1/(2s) and M(1) = 1/(2c) it follows that

M(2) = 1/(4cs),  M(4) = 3/(8c²s),  M(3) = 1/(2c²).

The charge is 4π(a M(2) + b M(4)) and the Coulomb moment is 4π(a M(1) + b M(3)). The constraints therefore read

π/(cs) · (a + 3b/(2c)) = 1,
2π/c · (a + b/c) = e,

or equivalently

a + 3b/(2c) = cs/π,
a + b/c = ce/(2π).

Subtracting gives b/(2c) = (c/2π)(2s − e), hence b. Inserting b into the second equation gives a. Each step is reversible, so the solution exists and is unique.

## The energy window for a nonnegative hole

At u = 0 the hole equals a, so a ≥ 0 is necessary. If a ≥ 0 but b < 0, the polynomial equals −1 at u² = (a+1)/(−b), and the hole is negative there. Conversely, a ≥ 0 and b ≥ 0 suffice. By the explicit formulas, a ≥ 0 means e ≥ 4s/3, and b ≥ 0 means e ≤ 2s.

## The statement in Lean

`hole` is the density, and `holeCharge` and `holeCoulomb` are its two integrals over `Ioi 0`, the half-line u > 0. In `existsUnique_hole`, `∃! p : ℝ × ℝ` says that one and only one coefficient pair meets both constraints. `constraints_iff` identifies it as `coeffA c e` and `coeffB c e`. `nonneg_iff_energy_window` takes a hole that already satisfies the constraints and characterises its sign for u ≥ 0.

The exponent c is an input, with no rule linking it to the density. The on-top value h(0) = a is an output, so no separate on-top condition is imposed.

```lean
import Mathlib

open Set Real MeasureTheory

namespace GaussianModelHole

noncomputable section

/-- The model hole density `(a + b u²) exp(-c u²)` at electron separation `u`. -/
def hole (a b c u : ℝ) : ℝ := (a + b * u ^ 2) * Real.exp (-c * u ^ 2)

/-- The charge of the hole: the integral of `4π u²` times its density over `u > 0`. -/
def holeCharge (a b c : ℝ) : ℝ := ∫ u in Ioi (0 : ℝ), 4 * π * u ^ 2 * hole a b c u

/-- The Coulomb moment of the hole: the integral of `4π u` times its density over `u > 0`. -/
def holeCoulomb (a b c : ℝ) : ℝ := ∫ u in Ioi (0 : ℝ), 4 * π * u * hole a b c u

/-- The radial Gaussian moment: the integral of `uⁿ exp(-c u²)` over `u > 0`. -/
def gaussMoment (c : ℝ) (n : ℕ) : ℝ := ∫ u in Ioi (0 : ℝ), u ^ n * Real.exp (-c * u ^ 2)

/-- The constant coefficient `(c/2π)(3e - 4√(c/π))`, for `c > 0`. -/
def coeffA (c e : ℝ) : ℝ := c / (2 * π) * (3 * e - 4 * √(c / π))

/-- The quadratic coefficient `(c²/π)(2√(c/π) - e)`, for `c > 0`. -/
def coeffB (c e : ℝ) : ℝ := c ^ 2 / π * (2 * √(c / π) - e)

/-- For `c > 0` the Gaussian moment of order `n` is half the value of the Gamma function at
`(n + 1)/2`, times `c` to the power `-(n + 1)/2`. -/
theorem gaussMoment_eq_Gamma {c : ℝ} (hc : 0 < c) (n : ℕ) :
    gaussMoment c n =
      c ^ (-((n : ℝ) + 1) / 2) * (1 / 2) * Real.Gamma (((n : ℝ) + 1) / 2) := by
  have hn : (-1 : ℝ) < n := by
    have : (0 : ℝ) ≤ n := n.cast_nonneg
    linarith
  have h := integral_rpow_mul_exp_neg_mul_rpow (p := 2) (q := (n : ℝ)) two_pos hn hc
  simpa only [gaussMoment, Real.rpow_natCast, Real.rpow_two] using h

/-- For `c > 0`, raising the power of `u` by two multiplies the Gaussian moment by
`(n + 1)/(2c)`. -/
theorem gaussMoment_add_two {c : ℝ} (hc : 0 < c) (n : ℕ) :
    gaussMoment c (n + 2) = ((n : ℝ) + 1) / (2 * c) * gaussMoment c n := by
  rw [gaussMoment_eq_Gamma hc, gaussMoment_eq_Gamma hc]
  push_cast
  have e1 : -((n : ℝ) + 2 + 1) / 2 = -((n : ℝ) + 1) / 2 - 1 := by ring
  have e2 : ((n : ℝ) + 2 + 1) / 2 = ((n : ℝ) + 1) / 2 + 1 := by ring
  rw [e1, e2, Real.rpow_sub_one hc.ne', Real.Gamma_add_one (by positivity)]
  ring

/-- For `c > 0` the hole times `4π uⁿ` is integrable over `u > 0`, and its integral is
the corresponding combination of two Gaussian moments. -/
theorem integral_hole (a b : ℝ) {c : ℝ} (hc : 0 < c) (n : ℕ) :
    IntegrableOn (fun u => 4 * π * u ^ n * hole a b c u) (Ioi 0) ∧
    ∫ u in Ioi (0 : ℝ), 4 * π * u ^ n * hole a b c u =
      4 * π * (a * gaussMoment c n + b * gaussMoment c (n + 2)) := by
  have gi : ∀ m : ℕ, Integrable (fun u : ℝ => u ^ m * Real.exp (-c * u ^ 2))
      (volume.restrict (Ioi 0)) := by
    intro m
    have hm : (-1 : ℝ) < m := by
      have : (0 : ℝ) ≤ m := m.cast_nonneg
      linarith
    have h := integrableOn_rpow_mul_exp_neg_mul_sq hc hm
    simp only [Real.rpow_natCast] at h
    exact h
  have h1 := (gi n).const_mul (4 * π * a)
  have h2 := (gi (n + 2)).const_mul (4 * π * b)
  -- split the integrand into its two Gaussian terms
  have split : (fun u => 4 * π * u ^ n * hole a b c u) = fun u =>
      4 * π * a * (u ^ n * Real.exp (-c * u ^ 2)) +
      4 * π * b * (u ^ (n + 2) * Real.exp (-c * u ^ 2)) := by
    funext u
    simp only [hole]
    ring
  rw [split]
  refine ⟨h1.add h2, ?_⟩
  rw [integral_add h1 h2, integral_const_mul, integral_const_mul]
  unfold gaussMoment
  ring

/-- Closed form of the charge of the hole for `c > 0`. -/
theorem holeCharge_eq (a b : ℝ) {c : ℝ} (hc : 0 < c) :
    holeCharge a b c = π / (c * √(c / π)) * (a + 3 * b / (2 * c)) := by
  have h0 : gaussMoment c 0 = (√(c / π))⁻¹ / 2 := by
    simp only [gaussMoment, pow_zero, one_mul]
    rw [integral_gaussian_Ioi, ← Real.sqrt_inv, inv_div]
  have h2 : gaussMoment c 2 = (((0 : ℕ) : ℝ) + 1) / (2 * c) * gaussMoment c 0 :=
    gaussMoment_add_two hc 0
  unfold holeCharge
  rw [(integral_hole a b hc 2).2, gaussMoment_add_two hc 2, h2, h0]
  push_cast
  ring

/-- Closed form of the Coulomb moment of the hole for `c > 0`. -/
theorem holeCoulomb_eq (a b : ℝ) {c : ℝ} (hc : 0 < c) :
    holeCoulomb a b c = 2 * π / c * (a + b / c) := by
  have h1 : gaussMoment c 1 = c⁻¹ / 2 := by
    have e1 : -(((1 : ℕ) : ℝ) + 1) / 2 = -1 := by norm_num
    have e2 : (((1 : ℕ) : ℝ) + 1) / 2 = 1 := by norm_num
    rw [gaussMoment_eq_Gamma hc, e1, e2, Real.rpow_neg_one, Real.Gamma_one]
    ring
  have h3 : gaussMoment c 3 = (((1 : ℕ) : ℝ) + 1) / (2 * c) * gaussMoment c 1 :=
    gaussMoment_add_two hc 1
  have h : holeCoulomb a b c = 4 * π * (a * gaussMoment c 1 + b * gaussMoment c 3) := by
    have h' := (integral_hole a b hc 1).2
    simpa only [holeCoulomb, pow_one] using h'
  rw [h, h3, h1]
  push_cast
  ring

/-- For `c > 0`, the hole has unit charge and Coulomb moment `e` exactly when its two
coefficients are `coeffA c e` and `coeffB c e`. -/
theorem constraints_iff (a b e : ℝ) {c : ℝ} (hc : 0 < c) :
    (holeCharge a b c = 1 ∧ holeCoulomb a b c = e) ↔
      (a = coeffA c e ∧ b = coeffB c e) := by
  have hp := Real.pi_pos
  -- the substitution c = π s² removes the square root
  obtain ⟨s, hs, hcs⟩ : ∃ s : ℝ, 0 < s ∧ c = π * s ^ 2 := by
    refine ⟨√(c / π), Real.sqrt_pos.2 (by positivity), ?_⟩
    rw [Real.sq_sqrt (by positivity), mul_div_cancel₀ _ hp.ne']
  subst hcs
  have hsq : √(π * s ^ 2 / π) = s := by
    rw [mul_div_cancel_left₀ _ hp.ne', Real.sqrt_sq hs.le]
  rw [holeCharge_eq a b hc, holeCoulomb_eq a b hc, coeffA, coeffB, hsq]
  have k1 : π / (π * s ^ 2 * s) * (a + 3 * b / (2 * (π * s ^ 2))) =
      (2 * π * s ^ 2 * a + 3 * b) / (2 * π * s ^ 5) := by
    field_simp
  have k2 : 2 * π / (π * s ^ 2) * (a + b / (π * s ^ 2)) =
      2 * (π * s ^ 2 * a + b) / (π * s ^ 4) := by
    field_simp
  have r1 : π * s ^ 2 / (2 * π) * (3 * e - 4 * s) = s ^ 2 * (3 * e - 4 * s) / 2 := by
    field_simp
  have r2 : (π * s ^ 2) ^ 2 / π * (2 * s - e) = π * s ^ 4 * (2 * s - e) := by
    field_simp
  rw [k1, k2, r1, r2, div_eq_iff (by positivity), div_eq_iff (by positivity)]
  -- what remains is a linear system for a and b
  constructor
  · rintro ⟨h1, h2⟩
    have hne : 2 * π * s ^ 2 ≠ 0 := by positivity
    exact ⟨mul_left_cancel₀ hne (by linear_combination 3 * h2 - 2 * h1),
      by linear_combination h1 - h2⟩
  · rintro ⟨rfl, rfl⟩
    constructor <;> ring

/-- For every `c > 0` and every real `e` there is exactly one real pair `(a, b)` for which
the hole `(a + b u²) exp(-c u²)` has unit charge and Coulomb moment `e`. -/
theorem existsUnique_hole {c : ℝ} (hc : 0 < c) (e : ℝ) :
    ∃! p : ℝ × ℝ, holeCharge p.1 p.2 c = 1 ∧ holeCoulomb p.1 p.2 c = e := by
  refine ⟨(coeffA c e, coeffB c e), (constraints_iff _ _ e hc).2 ⟨rfl, rfl⟩, ?_⟩
  rintro ⟨a, b⟩ h
  obtain ⟨ha, hb⟩ := (constraints_iff a b e hc).1 h
  exact Prod.ext ha hb

/-- The hole density is nonnegative at all separations exactly when both of its
coefficients are nonnegative. -/
theorem hole_nonneg_iff (a b c : ℝ) :
    (∀ u, 0 ≤ u → 0 ≤ hole a b c u) ↔ (0 ≤ a ∧ 0 ≤ b) := by
  constructor
  · intro h
    have ha : 0 ≤ a := by simpa [hole] using h 0 le_rfl
    refine ⟨ha, ?_⟩
    by_contra hb
    have hb' : b < 0 := not_le.1 hb
    have hne : b ≠ 0 := hb'.ne
    -- for b < 0 the polynomial equals -1 at u² = (a + 1)/(-b)
    have hu := h (√((a + 1) / (-b))) (Real.sqrt_nonneg _)
    unfold hole at hu
    have hq := (mul_nonneg_iff_of_pos_right (Real.exp_pos _)).1 hu
    rw [Real.sq_sqrt (div_nonneg (by linarith) (by linarith))] at hq
    have hv : b * ((a + 1) / (-b)) = -(a + 1) := by
      rw [div_neg, mul_neg, mul_div_cancel₀ _ hne]
    linarith
  · rintro ⟨ha, hb⟩ u _
    unfold hole
    positivity

/-- For `c > 0`, a hole with unit charge and Coulomb moment `e` is nonnegative at all
separations exactly when `e` lies between `(4/3)√(c/π)` and `2√(c/π)`. -/
theorem nonneg_iff_energy_window {a b c e : ℝ} (hc : 0 < c)
    (hcharge : holeCharge a b c = 1) (henergy : holeCoulomb a b c = e) :
    (∀ u, 0 ≤ u → 0 ≤ hole a b c u) ↔
      (4 / 3 * √(c / π) ≤ e ∧ e ≤ 2 * √(c / π)) := by
  have hp := Real.pi_pos
  obtain ⟨ha, hb⟩ := (constraints_iff a b e hc).1 ⟨hcharge, henergy⟩
  rw [hole_nonneg_iff, ha, hb, coeffA, coeffB,
    mul_nonneg_iff_of_pos_left (by positivity), mul_nonneg_iff_of_pos_left (by positivity)]
  constructor
  · rintro ⟨h1, h2⟩
    constructor <;> linarith
  · rintro ⟨h1, h2⟩
    constructor <;> linarith

end

end GaussianModelHole
```

```lean
#print axioms GaussianModelHole.existsUnique_hole
#print axioms GaussianModelHole.nonneg_iff_energy_window
```

```
'GaussianModelHole.existsUnique_hole' depends on axioms: [propext, Classical.choice, Quot.sound]
'GaussianModelHole.nonneg_iff_energy_window' depends on axioms: [propext, Classical.choice, Quot.sound]
```

## From Gamma functions to the coefficients

`gaussMoment_eq_Gamma` writes the moments as Gamma values. `gaussMoment_add_two` then obtains the recursion from Γ(x+1) = xΓ(x), in place of integration by parts. `integral_hole` proves integrability and splits the integral into two moments; Lean assigns the value 0 to a non-integrable integral, so this matters. `holeCharge_eq` and `holeCoulomb_eq` give the closed forms.

In `constraints_iff`, the substitution c = πs² removes the square root, and clearing denominators leaves

2πs²a + 3b = 2πs⁵,
2(πs²a + b) = eπs⁴.

The two `linear_combination` calls eliminate b and a in turn; `ring` verifies the converse. `existsUnique_hole` reads existence and uniqueness from the two directions of this equivalence.

`hole_nonneg_iff` evaluates the hole at zero and at the separation where the polynomial is −1. The final theorem inserts the coefficients, drops their positive prefactors and leaves the linear inequalities to `linarith`.
